# Crank–Nicolson steps for spontaneous decay can produce negative populations

A two-level atom sits in its excited state and decays at rate $g$. Its excited population obeys $\dot p=-gp$, so the exact solution $e^{-gt}$ stays positive. If the master equation is integrated by the Crank–Nicolson rule with step $h$, one step gives $(2-gh)/(2+gh)$ instead, which is negative once $gh>2$. Shorter steps cure this symptom, but for every $h>0$ there is still a pure state that the step maps to a matrix with a negative eigenvalue.

## The master equation and its implicit step

```lean
import Mathlib

open Matrix
open scoped ComplexOrder

namespace CrankNicolsonPositivity

noncomputable section

variable {n : Type*} [Fintype n]
```

The type `n` labels the basis states of a finite-dimensional system. Opening `ComplexOrder` gives $0\le z$ a meaning for complex $z$: it says that $z$ is real and nonnegative.

```lean
/-- The Lindblad generator with Hamiltonian `H` and one jump operator `L`, in units with `ħ = 1`. -/
def lindblad (H L ρ : Matrix n n ℂ) : Matrix n n ℂ :=
  (-Complex.I) • (H * ρ - ρ * H) + L * ρ * Lᴴ
    - (1 / 2 : ℂ) • (Lᴴ * L * ρ + ρ * (Lᴴ * L))
```

For Hamiltonian $H$ and a single jump operator $L$, with $\hbar=1$, this is

$$G(\rho)=-i[H,\rho]+L\rho L^\dagger-\tfrac12\left(L^\dagger L\rho+\rho L^\dagger L\right).$$

In Lean, `ᴴ` is the conjugate transpose and `•` multiplies a matrix by a scalar. The argument `ρ` may be any complex matrix, not only a density matrix.

```lean
/-- The matrix `σ` is a result of one Crank-Nicolson step of length `h` started from `ρ`. -/
def IsCNStep (H L : Matrix n n ℂ) (h : ℝ) (ρ σ : Matrix n n ℂ) : Prop :=
  σ - ((h : ℂ) / 2) • lindblad H L σ = ρ + ((h : ℂ) / 2) • lindblad H L ρ
```

`IsCNStep H L h ρ σ` is a proposition relating the old matrix $\rho$ to the new matrix $\sigma$:

$$\sigma-\tfrac h2G(\sigma)=\rho+\tfrac h2G(\rho).$$

The definition does not presuppose that a solution exists or is unique.

## The atom and its initial states

```lean
/-- The jump operator `√g |0⟩⟨1|` of spontaneous decay at rate `g`. -/
def decayOp (g : ℝ) : Matrix (Fin 2) (Fin 2) ℂ :=
  !![0, (Real.sqrt g : ℂ); 0, 0]
```

The notation `!![a, b; c, d]` lists a matrix by rows, with indices 0 (ground) and 1 (excited). Thus $L=\sqrt g\,|0\rangle\langle1|$. Together with $H=0$ it describes an undriven atom in the rotating frame, with no thermal excitation or additional dephasing.

```lean
/-- The excited state `|1⟩⟨1|`. -/
def excited : Matrix (Fin 2) (Fin 2) ℂ := !![0, 0; 0, 1]
```

This is $\rho=\mathrm{diag}(0,1)$.

```lean
/-- The normalised projector onto the real superposition `u|0⟩ + v|1⟩`. -/
def pureState (u v : ℝ) : Matrix (Fin 2) (Fin 2) ℂ :=
  !![(u : ℂ) ^ 2 / ((u : ℂ) ^ 2 + (v : ℂ) ^ 2), (u : ℂ) * v / ((u : ℂ) ^ 2 + (v : ℂ) ^ 2);
     (u : ℂ) * v / ((u : ℂ) ^ 2 + (v : ℂ) ^ 2), (v : ℂ) ^ 2 / ((u : ℂ) ^ 2 + (v : ℂ) ^ 2)]
```

For real amplitudes $u,v$, not both zero, this is the projector onto the normalised vector $(u|0\rangle+v|1\rangle)/\sqrt{u^2+v^2}$.

## Trace is preserved

```lean
/-- The Lindblad generator produces traceless matrices. -/
theorem trace_lindblad (H L ρ : Matrix n n ℂ) : (lindblad H L ρ).trace = 0 := by
  simp only [lindblad, Matrix.trace_add, Matrix.trace_sub, Matrix.trace_smul]
  rw [Matrix.trace_mul_comm ρ H, Matrix.trace_mul_comm ρ (Lᴴ * L),
    Matrix.trace_mul_cycle L ρ Lᴴ]
  simp only [smul_eq_mul]
  ring
```

A theorem lists its hypotheses, then its claim after the colon, then its proof after `:= by`. Here the claim is $\operatorname{Tr}G(\rho)=0$. By hand, the trace of the commutator vanishes, and cyclicity gives $\operatorname{Tr}L\rho L^\dagger=\operatorname{Tr}L^\dagger L\rho$, which cancels the two halves of the loss term. The `rw` line applies cyclicity, and `ring` does the cancellation.

```lean
/-- A Crank-Nicolson step preserves the trace, for every Hamiltonian and jump operator. -/
theorem cn_trace {H L ρ σ : Matrix n n ℂ} {h : ℝ} (hs : IsCNStep H L h ρ σ) :
    σ.trace = ρ.trace := by
  have ht := congrArg Matrix.trace hs
  simpa [Matrix.trace_sub, Matrix.trace_add, Matrix.trace_smul, trace_lindblad] using ht
```

Taking the trace of both sides of the step equation removes the $G$ terms and leaves $\operatorname{Tr}\sigma=\operatorname{Tr}\rho$. This holds for every $H$ and $L$, so a trace check will not reveal the loss of positivity below.

## Solving the decay step

```lean
/-- The generator of spontaneous decay, entry by entry. -/
theorem lindblad_decay {g : ℝ} (hg : 0 ≤ g) (ρ : Matrix (Fin 2) (Fin 2) ℂ) :
    lindblad 0 (decayOp g) ρ =
      !![(g : ℂ) * ρ 1 1, -((g : ℂ) / 2 * ρ 0 1);
         -((g : ℂ) / 2 * ρ 1 0), -((g : ℂ) * ρ 1 1)] := by
  have hs : (Real.sqrt g : ℂ) * (Real.sqrt g : ℂ) = g := by
    rw [← Complex.ofReal_mul, Real.mul_self_sqrt hg]
  -- the loss operator and the refilling term
  have hLL : (decayOp g)ᴴ * decayOp g = !![0, 0; 0, (g : ℂ)] := by
    ext i j
    fin_cases i <;> fin_cases j <;>
      simp [decayOp, Matrix.mul_apply, Fin.sum_univ_succ]
    all_goals linear_combination hs
  have hLρL : decayOp g * ρ * (decayOp g)ᴴ = !![(g : ℂ) * ρ 1 1, 0; 0, 0] := by
    ext i j
    fin_cases i <;> fin_cases j <;>
      simp [decayOp, Matrix.mul_apply, Matrix.vecMul, dotProduct, Fin.sum_univ_succ]
    all_goals linear_combination ρ 1 1 * hs
  rw [lindblad, hLL, hLρL]
  ext i j
  fin_cases i <;> fin_cases j <;>
    simp [Matrix.mul_apply, Matrix.vecMul, dotProduct, Fin.sum_univ_succ] <;> ring
```

By hand, $L^\dagger L=g|1\rangle\langle1|$ and $L\rho L^\dagger=g\rho_{11}|0\rangle\langle0|$, so

$$G(\rho)=\begin{pmatrix}g\rho_{11}&-\tfrac g2\rho_{01}\\-\tfrac g2\rho_{10}&-g\rho_{11}\end{pmatrix}.$$

The proof establishes these two products as `hLL` and `hLρL`, then compares entries; `fin_cases` runs through the index values. The hypothesis $g\ge0$ ensures $(\sqrt g)^2=g$.

```lean
/-- For spontaneous decay the Crank-Nicolson equation has exactly one solution, given here
in closed form for an arbitrary initial matrix. -/
theorem cn_decay_iff {g h : ℝ} (hg : 0 < g) (hh : 0 < h) (ρ σ : Matrix (Fin 2) (Fin 2) ℂ) :
    IsCNStep 0 (decayOp g) h ρ σ ↔
      σ = !![ρ 0 0 + 2 * ((g : ℂ) * h) / (2 + (g : ℂ) * h) * ρ 1 1,
             (4 - (g : ℂ) * h) / (4 + (g : ℂ) * h) * ρ 0 1;
             (4 - (g : ℂ) * h) / (4 + (g : ℂ) * h) * ρ 1 0,
             (2 - (g : ℂ) * h) / (2 + (g : ℂ) * h) * ρ 1 1] := by
  have h2 : (2 + (g : ℂ) * h) ≠ 0 := by
    have : (2 + g * h : ℝ) ≠ 0 := by positivity
    exact_mod_cast this
  have h4 : (4 + (g : ℂ) * h) ≠ 0 := by
    have : (4 + g * h : ℝ) ≠ 0 := by positivity
    exact_mod_cast this
  rw [IsCNStep, lindblad_decay hg.le σ, lindblad_decay hg.le ρ]
  constructor
  · intro hs
    -- read off the four scalar equations
    have e00 : σ 0 0 - (h : ℂ) / 2 * (g * σ 1 1) = ρ 0 0 + (h : ℂ) / 2 * (g * ρ 1 1) := by
      simpa using congrFun (congrFun hs 0) 0
    have e01 : σ 0 1 - (h : ℂ) / 2 * (-(g / 2 * σ 0 1))
        = ρ 0 1 + (h : ℂ) / 2 * (-(g / 2 * ρ 0 1)) := by
      simpa using congrFun (congrFun hs 0) 1
    have e10 : σ 1 0 - (h : ℂ) / 2 * (-(g / 2 * σ 1 0))
        = ρ 1 0 + (h : ℂ) / 2 * (-(g / 2 * ρ 1 0)) := by
      simpa using congrFun (congrFun hs 1) 0
    have e11 : σ 1 1 - (h : ℂ) / 2 * (-(g * σ 1 1))
        = ρ 1 1 + (h : ℂ) / 2 * (-(g * ρ 1 1)) := by
      simpa using congrFun (congrFun hs 1) 1
    have s11 : σ 1 1 = (2 - (g : ℂ) * h) / (2 + (g : ℂ) * h) * ρ 1 1 := by
      rw [div_mul_eq_mul_div, eq_div_iff h2]
      linear_combination 2 * e11
    have s01 : σ 0 1 = (4 - (g : ℂ) * h) / (4 + (g : ℂ) * h) * ρ 0 1 := by
      rw [div_mul_eq_mul_div, eq_div_iff h4]
      linear_combination 4 * e01
    have s10 : σ 1 0 = (4 - (g : ℂ) * h) / (4 + (g : ℂ) * h) * ρ 1 0 := by
      rw [div_mul_eq_mul_div, eq_div_iff h4]
      linear_combination 4 * e10
    have s00 : σ 0 0 = ρ 0 0 + 2 * ((g : ℂ) * h) / (2 + (g : ℂ) * h) * ρ 1 1 := by
      have k : 2 * ((g : ℂ) * h) / (2 + (g : ℂ) * h) * (2 + (g : ℂ) * h)
          = 2 * ((g : ℂ) * h) := div_mul_cancel₀ _ h2
      apply mul_right_cancel₀ h2
      linear_combination (2 + (g : ℂ) * h) * e00 + (g : ℂ) * h * e11 - ρ 1 1 * k
    rw [← s00, ← s01, ← s10, ← s11]
    exact Matrix.eta_fin_two σ
  · rintro rfl
    ext i j
    fin_cases i <;> fin_cases j <;> simp <;> field_simp <;> ring
```

For $g,h>0$, the matrix equation splits into scalar ones. The excited population and the coherence satisfy

$$\left(1+\tfrac{gh}2\right)\sigma_{11}=\left(1-\tfrac{gh}2\right)\rho_{11},\qquad
\left(1+\tfrac{gh}4\right)\sigma_{01}=\left(1-\tfrac{gh}4\right)\rho_{01},$$

and $\sigma_{10}$ follows the same rule as $\sigma_{01}$. Hence

$$\sigma_{11}=\frac{2-gh}{2+gh}\rho_{11},\qquad \sigma_{01}=\frac{4-gh}{4+gh}\rho_{01}.$$

For the ground population, $\rho_{11}+\sigma_{11}=\frac{4}{2+gh}\rho_{11}$ gives

$$\sigma_{00}=\rho_{00}+\tfrac{gh}2(\rho_{11}+\sigma_{11})=\rho_{00}+\frac{2gh}{2+gh}\rho_{11}.$$

The sign `↔` means "if and only if". The forward direction shows that any solution is this matrix: `e00` to `e11` are the scalar equations, and `linear_combination` solves them by adding suitable multiples. The reverse direction substitutes the matrix and checks that it is a solution. Existence and uniqueness follow.

## The negative population

```lean
/-- One Crank-Nicolson step from the excited state gives the excited population
`(2 - gh)/(2 + gh)`, which is negative exactly when `gh > 2`. -/
theorem cn_negative_population {g h : ℝ} (hg : 0 < g) (hh : 0 < h)
    {σ : Matrix (Fin 2) (Fin 2) ℂ} (hs : IsCNStep 0 (decayOp g) h excited σ) :
    σ 1 1 = (((2 - g * h) / (2 + g * h) : ℝ) : ℂ) ∧ ((σ 1 1).re < 0 ↔ 2 < g * h) := by
  have hx : 0 < g * h := mul_pos hg hh
  have h11 : σ 1 1 = (((2 - g * h) / (2 + g * h) : ℝ) : ℂ) := by
    rw [(cn_decay_iff hg hh _ _).1 hs]
    simp [excited]
  refine ⟨h11, ?_⟩
  rw [h11, Complex.ofReal_re]
  constructor
  · intro hneg
    by_contra hc
    have : 0 ≤ (2 - g * h) / (2 + g * h) := div_nonneg (by linarith) (by linarith)
    linarith
  · intro hgt
    exact div_neg_of_neg_of_pos (by linarith) (by linarith)
```

Setting $\rho_{11}=1$ gives

$$\sigma_{11}=\frac{2-gh}{2+gh}.$$

The denominator is positive, so the sign is that of $2-gh$: the population is negative exactly when $gh>2$. The claim joins the value and the threshold with `∧`, "and". The threshold is stated for the real part `.re`, because matrix entries have complex type; the first half shows that this entry is real.

## Short steps still lose positivity

```lean
/-- The projector onto a nonzero real superposition is a density matrix: it is positive
semidefinite and has trace one. -/
theorem pureState_density {u v : ℝ} (hN : u ^ 2 + v ^ 2 ≠ 0) :
    (pureState u v).PosSemidef ∧ (pureState u v).trace = 1 := by
  have hN' : (u : ℂ) ^ 2 + (v : ℂ) ^ 2 ≠ 0 := by exact_mod_cast hN
  constructor
  · -- a Hermitian projector `P` equals `Pᴴ P`
    have e : (pureState u v)ᴴ * pureState u v = pureState u v := by
      ext i j
      fin_cases i <;> fin_cases j <;>
        simp [pureState, Matrix.mul_apply, Fin.sum_univ_succ] <;> field_simp
    have hp := Matrix.posSemidef_conjTranspose_mul_self (pureState u v)
    rwa [e] at hp
  · rw [Matrix.trace_fin_two]
    change (u : ℂ) ^ 2 / ((u : ℂ) ^ 2 + (v : ℂ) ^ 2)
      + (v : ℂ) ^ 2 / ((u : ℂ) ^ 2 + (v : ℂ) ^ 2) = 1
    rw [← add_div, div_self hN']
```

With $N=u^2+v^2\neq0$, the matrix $P$ with entries $u^2/N$, $uv/N$, $uv/N$, $v^2/N$ is a density matrix. It is real and symmetric, and it satisfies $P^2=P$; for instance, its upper-left entry gives $(u^4+u^2v^2)/N^2=u^2/N$. So $P=P^\dagger P$, which is positive semidefinite, and its trace is $(u^2+v^2)/N=1$. The proof checks $P^\dagger P=P$ entry by entry in `e`.

```lean
/-- For every decay rate and every step length, however small, the Crank-Nicolson step takes
the pure state along `(4 + gh)|0⟩ + gh|1⟩` to a matrix that is not positive semidefinite. -/
theorem cn_not_positive {g h : ℝ} (hg : 0 < g) (hh : 0 < h)
    {σ : Matrix (Fin 2) (Fin 2) ℂ}
    (hs : IsCNStep 0 (decayOp g) h (pureState (4 + g * h) (g * h)) σ) :
    ¬ σ.PosSemidef := by
  have key : ∀ x N : ℂ, 2 + x ≠ 0 → 4 + x ≠ 0 → N ≠ 0 →
      ((4 + x) ^ 2 / N + 2 * x / (2 + x) * (x ^ 2 / N)) * ((2 - x) / (2 + x) * (x ^ 2 / N))
        - (4 - x) / (4 + x) * ((4 + x) * x / N) * ((4 - x) / (4 + x) * ((4 + x) * x / N))
      = -(2 * x ^ 3 / ((2 + x) * N)) ^ 2 := by
    intro x N h2 h4 hN
    field_simp
    ring
  have h2 : (2 + ((g * h : ℝ) : ℂ)) ≠ 0 := by
    have : (2 + g * h : ℝ) ≠ 0 := by positivity
    exact_mod_cast this
  have h4 : (4 + ((g * h : ℝ) : ℂ)) ≠ 0 := by
    have : (4 + g * h : ℝ) ≠ 0 := by positivity
    exact_mod_cast this
  have hN : (4 + ((g * h : ℝ) : ℂ)) ^ 2 + ((g * h : ℝ) : ℂ) ^ 2 ≠ 0 := by
    have : ((4 + g * h) ^ 2 + (g * h) ^ 2 : ℝ) ≠ 0 := by positivity
    exact_mod_cast this
  -- the determinant is minus the square of a nonzero real number
  have hdet : σ.det = ((-(2 * (g * h) ^ 3 /
      ((2 + g * h) * ((4 + g * h) ^ 2 + (g * h) ^ 2))) ^ 2 : ℝ) : ℂ) := by
    have k := key _ _ h2 h4 hN
    rw [(cn_decay_iff hg hh _ _).1 hs, Matrix.det_fin_two_of]
    simp only [pureState, Matrix.of_apply, Matrix.cons_val_zero, Matrix.cons_val_one,
      Matrix.cons_val_fin_one]
    push_cast at k ⊢
    exact k
  intro hp
  have h1 := (Complex.le_def.1 hp.det_nonneg).1
  rw [hdet, Complex.ofReal_re, Complex.zero_re] at h1
  have h3 : 0 < (2 * (g * h) ^ 3 /
      ((2 + g * h) * ((4 + g * h) ^ 2 + (g * h) ^ 2))) ^ 2 := by positivity
  linarith

end

end CrankNicolsonPositivity
```

Write $x=gh$ and start from $u=4+x$, $v=x$, so $N=(4+x)^2+x^2$. The solved step gives

$$\sigma_{00}=\frac{(4+x)^2+\frac{2x^3}{2+x}}N,\quad
\sigma_{11}=\frac{(2-x)x^2}{(2+x)N},\quad
\sigma_{01}=\sigma_{10}=\frac{(4-x)x}N.$$

Over a common denominator,

$$\det\sigma=\frac{x^2\left\{\left[(4+x)^2(2+x)+2x^3\right](2-x)-(4-x)^2(2+x)^2\right\}}{(2+x)^2N^2}.$$

The first product in the braces is $64+32x-12x^2-4x^3-3x^4$, and the second is $64+32x-12x^2-4x^3+x^4$. Their difference is $-4x^4$, so

$$\det\sigma=-\left(\frac{2x^3}{(2+x)N}\right)^2<0.$$

Since $\sigma$ is Hermitian, it has one negative eigenvalue. In the proof, `key` is this algebraic identity and `hdet` applies it to $\sigma$. A positive semidefinite matrix would have a nonnegative determinant, and `linarith` closes the contradiction.

The initial state depends on $gh$, so the theorem supplies a suitable state for each step length, not one state for all of them. For simulations of this undriven two-level decay model, nonnegative populations and unit trace after a Crank–Nicolson step are therefore not enough to certify a density matrix.

```lean
#print axioms CrankNicolsonPositivity.cn_trace
#print axioms CrankNicolsonPositivity.cn_negative_population
#print axioms CrankNicolsonPositivity.pureState_density
#print axioms CrankNicolsonPositivity.cn_not_positive
```

```
'CrankNicolsonPositivity.cn_trace' depends on axioms: [propext, Classical.choice, Quot.sound]
'CrankNicolsonPositivity.cn_negative_population' depends on axioms: [propext, Classical.choice, Quot.sound]
'CrankNicolsonPositivity.pureState_density' depends on axioms: [propext, Classical.choice, Quot.sound]
'CrankNicolsonPositivity.cn_not_positive' depends on axioms: [propext, Classical.choice, Quot.sound]
```
